# The Hylleraas Term as a Density Trace, and MP2 Gradients without Amplitude Derivatives

## One pair of density blocks for all coordinates

A gradient-based geometry optimization with second-order Møller–Plesset theory (MP2) uses the derivatives of the energy with respect to the nuclear coordinates. Once the amplitudes at a geometry are known, they can be contracted into two density blocks, which are combined with the derivatives of the Fock blocks for every coordinate at that geometry. The amplitudes themselves are contracted with the derivatives of the integrals. No amplitude derivative has to be computed, provided that the amplitudes are differentiable and solve the first-order equations throughout a neighbourhood of the geometry. The response of the orbitals still has to be accounted for; it enters through the derivatives of the integrals and Fock blocks.

## Amplitudes, Fock blocks and energy

Let i, j, k label occupied and a, b, c virtual spin orbitals. The amplitudes t_ijab are real and change sign when i and j, or a and b, are exchanged. Write F for the virtual Fock block, G for the occupied one, and

⟨s,t⟩ = Σ_ijab s_ijab t_ijab

for the full contraction. The Fock blocks act on amplitudes by

(Dt)_ijab = Σ_c (F_ac t_ijcb + F_bc t_ijac) − Σ_k (G_ki t_kjab + G_kj t_ikab).

For diagonal blocks, D multiplies each amplitude by its orbital-energy difference. With V the array of antisymmetrized two-electron integrals (direct minus exchange), the amplitude equations, the MP2 correlation energy and the Hylleraas functional are

V + Dt = 0,

E = ¼⟨V,t⟩,

H(t) = ½⟨V,t⟩ + ¼⟨t,Dt⟩.

The density blocks, which are unrelaxed MP2 corrections to the Hartree–Fock density, are

Pv_ab = ½ Σ_ijc t_ijac t_ijbc,

Po_ij = −½ Σ_kab t_ikab t_jkab.

## The trace identity

The first virtual term of ⟨t,Dt⟩ is

Σ_ac F_ac Σ_ijb t_ijab t_ijcb = 2 Σ_ac F_ac Pv_ca = 2 tr(F Pv),

since Pv is symmetric. In the second, exchange the names a and b. It becomes Σ F_ac t_ijba t_ijbc, and two sign changes turn this into the first term. Together they give 4 tr(F Pv).

The first occupied sum is

Σ_ik G_ki Σ_jab t_ijab t_kjab = −2 tr(G Po).

The second equals it after exchanging i and j and using antisymmetry. Both enter with a minus sign, so

¼⟨t,Dt⟩ = tr(F Pv) + tr(G Po).

Symmetry of F and G was not used.

## Quadratic error and the gradient

Now let F and G be symmetric. Exchanging the names a and c gives

Σ F_ac s_ijab t_ijcb = Σ F_ac t_ijab s_ijcb,

and the other three terms behave alike, so ⟨s,Dt⟩ = ⟨t,Ds⟩. If t solves the amplitude equations, then ⟨V,s⟩ = −⟨s,Dt⟩ for every s. The terms of H(t+s) linear in s are

½⟨V,s⟩ + ¼⟨t,Ds⟩ + ¼⟨s,Dt⟩ = 0,

while H(t) = ½⟨V,t⟩ − ¼⟨V,t⟩ = E. Hence

H(t+s) = E + ¼⟨s,Ds⟩.

Let everything depend on a coordinate x, with primes for derivatives at x₀ and D′ for D built from F′ and G′. Near x₀ the energy equals H, so

E′ = ½⟨V′,t⟩ + ¼⟨t,D′t⟩ + ½⟨V,t′⟩ + ¼⟨t′,Dt⟩ + ¼⟨t,Dt′⟩.

By self-adjointness the last three terms add up to ½⟨t′,V+Dt⟩ = 0. The trace identity, applied to F′ and G′, leaves

E′ = ½⟨V′,t⟩ + tr(F′ Pv) + tr(G′ Po).

## How the Lean statements express this

The finite types `o` and `v` hold the occupied and virtual orbitals. `Amplitudes o v` is the type of real functions of four indices, used for V as well as t, and `IsAntisymm` states the two sign rules. `pair` sums over all indices without restriction, which fixes the factors ¼. `fockAction` is D, while `virtDensity` and `occDensity` are Pv and Po.

`hylleraas_term_eq_trace` is the trace identity for arbitrary real Fock blocks. `hylleraas_error` allows any error array `s`, antisymmetric or not.

In `mp2_gradient`, the `HasDerivAt` hypotheses say that each entry of V, t, F and G is differentiable at `x₀`. Differentiability of the amplitudes is assumed, not derived. Symmetry of the Fock blocks and antisymmetry of the amplitudes are required only at `x₀`. The hypothesis `sol` says that the amplitude equations hold at all nearby geometries.

The model has one coordinate, finitely many real orbitals and no occupied–virtual Fock block, and its energy excludes the Hartree–Fock part. The derivatives `V'`, `F'` and `G'` are those of molecular-orbital quantities, so they contain the orbital response, which the theorem takes as given.

```lean
import Mathlib

open Filter Topology

namespace HylleraasGradient

noncomputable section

/-- Real double-excitation amplitudes `t i j a b`, with `i, j` occupied and `a, b` virtual. -/
abbrev Amplitudes (o v : Type*) := o → o → v → v → ℝ

/-- Antisymmetry in the occupied pair and in the virtual pair. -/
structure IsAntisymm {o v : Type*} (t : Amplitudes o v) : Prop where
  occ : ∀ i j a b, t j i a b = -t i j a b
  virt : ∀ i j a b, t i j b a = -t i j a b

variable {o v : Type*} [Fintype o] [Fintype v]

/-- The full contraction of two amplitude arrays over all four indices. -/
def pair (s t : Amplitudes o v) : ℝ := ∑ i, ∑ j, ∑ a, ∑ b, s i j a b * t i j a b

/-- The action `D t` of the virtual Fock block `F` and the occupied Fock block `G`. -/
def fockAction (F : Matrix v v ℝ) (G : Matrix o o ℝ) (t : Amplitudes o v) : Amplitudes o v :=
  fun i j a b => ∑ c, (F a c * t i j c b + F b c * t i j a c)
    - ∑ k, (G k i * t k j a b + G k j * t i k a b)

/-- The virtual block of the unrelaxed MP2 correction to the density. -/
def virtDensity (t : Amplitudes o v) : Matrix v v ℝ :=
  Matrix.of fun a b => (1 / 2) * ∑ i, ∑ j, ∑ c, t i j a c * t i j b c

/-- The occupied block of the unrelaxed MP2 correction to the density. -/
def occDensity (t : Amplitudes o v) : Matrix o o ℝ :=
  Matrix.of fun i j => -(1 / 2) * ∑ k, ∑ a, ∑ b, t i k a b * t j k a b

/-- The first-order amplitude equations `V + D t = 0`. -/
def AmplitudeEq (V : Amplitudes o v) (F : Matrix v v ℝ) (G : Matrix o o ℝ)
    (t : Amplitudes o v) : Prop := ∀ i j a b, V i j a b + fockAction F G t i j a b = 0

/-- The MP2 energy expression, a quarter of the contraction of integrals and amplitudes. -/
def mp2Energy (V t : Amplitudes o v) : ℝ := (1 / 4) * pair V t

/-- The Hylleraas functional of the amplitudes. -/
def hylleraas (V : Amplitudes o v) (F : Matrix v v ℝ) (G : Matrix o o ℝ)
    (t : Amplitudes o v) : ℝ := (1 / 2) * pair V t + (1 / 4) * pair t (fockAction F G t)

private lemma sum_rot {α β γ : Type*} [Fintype α] [Fintype β] [Fintype γ]
    (f : α → β → γ → ℝ) : ∑ i, ∑ j, ∑ a, f i j a = ∑ a, ∑ i, ∑ j, f i j a :=
  (Finset.sum_congr rfl fun _ _ => Finset.sum_comm).trans Finset.sum_comm

private lemma sum_virt (f : o → o → v → v → v → ℝ) :
    ∑ i, ∑ j, ∑ a, ∑ b, ∑ c, f i j a b c = ∑ a, ∑ c, ∑ i, ∑ j, ∑ b, f i j a b c := by
  refine (sum_rot (fun i j a => ∑ b, ∑ c, f i j a b c)).trans ?_
  refine Finset.sum_congr rfl fun a _ => ?_
  refine Eq.trans ?_ (sum_rot (fun i j c => ∑ b, f i j a b c))
  exact Finset.sum_congr rfl fun i _ => Finset.sum_congr rfl fun j _ => Finset.sum_comm

private lemma sum_occ (f : o → o → v → v → o → ℝ) :
    ∑ i, ∑ j, ∑ a, ∑ b, ∑ k, f i j a b k = ∑ i, ∑ k, ∑ j, ∑ a, ∑ b, f i j a b k := by
  refine Finset.sum_congr rfl fun i _ => ?_
  exact (Finset.sum_congr rfl fun j _ => sum_rot (f i j)).trans Finset.sum_comm

private lemma pair_add_right (s t u : Amplitudes o v) :
    pair s (t + u) = pair s t + pair s u := by
  simp only [pair, Pi.add_apply, mul_add, Finset.sum_add_distrib]

private lemma pair_comm (s t : Amplitudes o v) : pair s t = pair t s := by
  simp only [pair, mul_comm]

/-- The contraction of `s` with `D t`, sorted as Fock elements times contracted amplitudes. -/
theorem pair_fockAction (F : Matrix v v ℝ) (G : Matrix o o ℝ) (s t : Amplitudes o v) :
    pair s (fockAction F G t) =
      ∑ a, ∑ c, F a c * (∑ i, ∑ j, ∑ b, (s i j a b * t i j c b + s i j b a * t i j b c))
      - ∑ i, ∑ k, G k i *
          (∑ j, ∑ a, ∑ b, (s i j a b * t k j a b + s j i a b * t j k a b)) := by
  have h1 := sum_virt (fun i j a b c => s i j a b * (F a c * t i j c b))
  have h2 := sum_virt (fun i j a b c => s i j b a * (F a c * t i j b c))
  have h3 := sum_occ (fun i j a b k => s i j a b * (G k i * t k j a b))
  have h4 := sum_occ (fun i j a b k => s j i a b * (G k i * t j k a b))
  -- the second member of each index pair is first exchanged with the first one
  have h2' : ∑ i, ∑ j, ∑ a, ∑ b, ∑ c, s i j a b * (F b c * t i j a c)
      = ∑ i, ∑ j, ∑ a, ∑ b, ∑ c, s i j b a * (F a c * t i j b c) :=
    Finset.sum_congr rfl fun i _ => Finset.sum_congr rfl fun j _ => Finset.sum_comm
  have h4' : ∑ i, ∑ j, ∑ a, ∑ b, ∑ k, s i j a b * (G k j * t i k a b)
      = ∑ i, ∑ j, ∑ a, ∑ b, ∑ k, s j i a b * (G k i * t j k a b) := Finset.sum_comm
  simp only [pair, fockAction, mul_sub, mul_add, Finset.mul_sum, Finset.sum_add_distrib,
    Finset.sum_sub_distrib]
  rw [h1, h2', h2, h3, h4', h4]
  simp only [mul_left_comm]

/-- For symmetric Fock blocks the map `D` is self-adjoint on amplitudes. -/
theorem fockAction_selfAdjoint {F : Matrix v v ℝ} {G : Matrix o o ℝ} (hF : F.IsSymm)
    (hG : G.IsSymm) (s t : Amplitudes o v) :
    pair s (fockAction F G t) = pair t (fockAction F G s) := by
  rw [pair_fockAction, pair_fockAction]
  refine congrArg₂ (· - ·) (Finset.sum_comm.trans ?_) (Finset.sum_comm.trans ?_)
  · refine Finset.sum_congr rfl fun c _ => Finset.sum_congr rfl fun a _ => ?_
    rw [hF.apply c a]
    exact congrArg (F c a * ·) (Finset.sum_congr rfl fun i _ =>
      Finset.sum_congr rfl fun j _ => Finset.sum_congr rfl fun b _ => by ring)
  · refine Finset.sum_congr rfl fun k _ => Finset.sum_congr rfl fun i _ => ?_
    rw [hG.apply i k]
    exact congrArg (G i k * ·) (Finset.sum_congr rfl fun j _ =>
      Finset.sum_congr rfl fun a _ => Finset.sum_congr rfl fun b _ => by ring)

/-- For antisymmetric amplitudes, the quadratic Hylleraas term is the sum of the traces of the Fock
blocks with the density blocks. -/
theorem hylleraas_term_eq_trace {t : Amplitudes o v} (ht : IsAntisymm t)
    (F : Matrix v v ℝ) (G : Matrix o o ℝ) :
    (1 / 4) * pair t (fockAction F G t)
      = (F * virtDensity t).trace + (G * occDensity t).trace := by
  -- antisymmetry makes the two contractions in each block equal
  have hv : ∀ a c, ∑ i, ∑ j, ∑ b, (t i j a b * t i j c b + t i j b a * t i j b c)
      = 4 * virtDensity t c a := fun a c => by
    calc _ = ∑ i, ∑ j, ∑ b, 2 * (t i j c b * t i j a b) :=
          Finset.sum_congr rfl fun i _ => Finset.sum_congr rfl fun j _ =>
            Finset.sum_congr rfl fun b _ => by
              rw [ht.virt i j a b, ht.virt i j c b]; ring
      _ = _ := by simp only [virtDensity, Matrix.of_apply, ← Finset.mul_sum]; ring
  have ho : ∀ i k, ∑ j, ∑ a, ∑ b, (t i j a b * t k j a b + t j i a b * t j k a b)
      = -4 * occDensity t i k := fun i k => by
    calc _ = ∑ j, ∑ a, ∑ b, 2 * (t i j a b * t k j a b) :=
          Finset.sum_congr rfl fun j _ => Finset.sum_congr rfl fun a _ =>
            Finset.sum_congr rfl fun b _ => by
              rw [ht.occ i j a b, ht.occ k j a b]; ring
      _ = _ := by simp only [occDensity, Matrix.of_apply, ← Finset.mul_sum]; ring
  have eF : ∑ a, ∑ c, F a c * (4 * virtDensity t c a) = 4 * (F * virtDensity t).trace := by
    simp only [Matrix.trace, Matrix.diag_apply, Matrix.mul_apply, Finset.mul_sum]
    exact Finset.sum_congr rfl fun a _ => Finset.sum_congr rfl fun c _ => by ring
  have eG : ∑ i, ∑ k, G k i * (-4 * occDensity t i k) = -4 * (G * occDensity t).trace := by
    refine Finset.sum_comm.trans ?_
    simp only [Matrix.trace, Matrix.diag_apply, Matrix.mul_apply, Finset.mul_sum]
    exact Finset.sum_congr rfl fun k _ => Finset.sum_congr rfl fun i _ => by ring
  rw [pair_fockAction]
  simp only [hv, ho]
  rw [eF, eG]
  ring

/-- For diagonal Fock blocks, `D` multiplies each amplitude by its orbital-energy difference. -/
theorem fockAction_diagonal [DecidableEq o] [DecidableEq v] (e : v → ℝ) (g : o → ℝ)
    (t : Amplitudes o v) (i j : o) (a b : v) :
    fockAction (Matrix.diagonal e) (Matrix.diagonal g) t i j a b
      = (e a + e b - g i - g j) * t i j a b := by
  simp only [fockAction, Matrix.diagonal_apply, ite_mul, zero_mul, Finset.sum_add_distrib,
    Finset.sum_ite_eq, Finset.sum_ite_eq', Finset.mem_univ, if_true]
  ring

private lemma pair_of_amplitudeEq {V t : Amplitudes o v} {F : Matrix v v ℝ}
    {G : Matrix o o ℝ} (h : AmplitudeEq V F G t) (s : Amplitudes o v) :
    pair V s = -pair s (fockAction F G t) := by
  have h0 : V + fockAction F G t = 0 := by
    funext i j a b
    exact h i j a b
  have h1 := pair_add_right s V (fockAction F G t)
  rw [h0] at h1
  have h2 : pair s 0 = 0 := by simp [pair]
  linarith [pair_comm V s]

/-- For symmetric Fock blocks and a solution `t` of the amplitude equations, an amplitude error `s`
changes the Hylleraas functional from the MP2 energy only by a term quadratic in `s`. -/
theorem hylleraas_error {V t : Amplitudes o v} {F : Matrix v v ℝ} {G : Matrix o o ℝ}
    (hF : F.IsSymm) (hG : G.IsSymm) (h : AmplitudeEq V F G t) (s : Amplitudes o v) :
    hylleraas V F G (t + s) = mp2Energy V t + (1 / 4) * pair s (fockAction F G s) := by
  have hD : fockAction F G (t + s) = fockAction F G t + fockAction F G s := by
    funext i j a b
    simp only [fockAction, Pi.add_apply, mul_add, Finset.sum_add_distrib]
    ring
  unfold hylleraas mp2Energy
  have hl : ∀ X : Amplitudes o v, pair (t + s) X = pair t X + pair s X := fun X => by
    rw [pair_comm (t + s) X, pair_add_right, pair_comm X t, pair_comm X s]
  rw [hD, pair_add_right V t s, hl, pair_add_right t, pair_add_right s]
  linear_combination (1 / 4) * pair_of_amplitudeEq h t + (1 / 2) * pair_of_amplitudeEq h s
    + (1 / 4) * fockAction_selfAdjoint hF hG t s

private lemma hasDerivAt_pair {s t : ℝ → Amplitudes o v} {s' t' : Amplitudes o v} {x₀ : ℝ}
    (hs : ∀ i j a b, HasDerivAt (fun x => s x i j a b) (s' i j a b) x₀)
    (ht : ∀ i j a b, HasDerivAt (fun x => t x i j a b) (t' i j a b) x₀) :
    HasDerivAt (fun x => pair (s x) (t x)) (pair s' (t x₀) + pair (s x₀) t') x₀ := by
  unfold pair
  simp only [← Finset.sum_add_distrib]
  exact HasDerivAt.fun_sum fun i _ => HasDerivAt.fun_sum fun j _ => HasDerivAt.fun_sum
    fun a _ => HasDerivAt.fun_sum fun b _ => (hs i j a b).fun_mul (ht i j a b)

/-- Analytic MP2 gradient: along a differentiable family of solutions, with symmetric Fock blocks
and antisymmetric amplitudes at `x₀`, the energy derivative is given by a formula that contains the
derivatives of the integrals and Fock blocks, but not those of the amplitudes. -/
theorem mp2_gradient {V t : ℝ → Amplitudes o v} {F : ℝ → Matrix v v ℝ}
    {G : ℝ → Matrix o o ℝ} {V' t' : Amplitudes o v} {F' : Matrix v v ℝ} {G' : Matrix o o ℝ}
    {x₀ : ℝ} (hV : ∀ i j a b, HasDerivAt (fun x => V x i j a b) (V' i j a b) x₀)
    (ht : ∀ i j a b, HasDerivAt (fun x => t x i j a b) (t' i j a b) x₀)
    (hF : ∀ a b, HasDerivAt (fun x => F x a b) (F' a b) x₀)
    (hG : ∀ i j, HasDerivAt (fun x => G x i j) (G' i j) x₀)
    (sF : (F x₀).IsSymm) (sG : (G x₀).IsSymm) (anti : IsAntisymm (t x₀))
    (sol : ∀ᶠ x in 𝓝 x₀, AmplitudeEq (V x) (F x) (G x) (t x)) :
    HasDerivAt (fun x => mp2Energy (V x) (t x))
      ((1 / 2) * pair V' (t x₀) + (F' * virtDensity (t x₀)).trace
        + (G' * occDensity (t x₀)).trace) x₀ := by
  have hD : ∀ i j a b, HasDerivAt (fun x => fockAction (F x) (G x) (t x) i j a b)
      ((fockAction F' G' (t x₀) + fockAction (F x₀) (G x₀) t') i j a b) x₀ := by
    intro i j a b
    unfold fockAction
    refine HasDerivAt.congr_deriv (HasDerivAt.fun_sub
      (HasDerivAt.fun_sum fun c _ =>
        ((hF a c).fun_mul (ht i j c b)).fun_add ((hF b c).fun_mul (ht i j a c)))
      (HasDerivAt.fun_sum fun k _ =>
        ((hG k i).fun_mul (ht k j a b)).fun_add ((hG k j).fun_mul (ht i k a b)))) ?_
    simp only [Pi.add_apply, Finset.sum_add_distrib]
    ring
  have hQ : HasDerivAt (fun x => pair (t x) (fockAction (F x) (G x) (t x)))
      (pair t' (fockAction (F x₀) (G x₀) (t x₀))
        + pair (t x₀) (fockAction F' G' (t x₀) + fockAction (F x₀) (G x₀) t')) x₀ :=
    hasDerivAt_pair ht hD
  -- near `x₀` the energy coincides with the Hylleraas functional
  have hE : (fun x => mp2Energy (V x) (t x)) =ᶠ[𝓝 x₀] fun x =>
      (1 / 2) * pair (V x) (t x) + (1 / 4) * pair (t x) (fockAction (F x) (G x) (t x)) :=
    sol.mono fun x hx => by
      simp only [mp2Energy]
      linear_combination (-1 / 4) * pair_of_amplitudeEq hx (t x)
  refine ((((hasDerivAt_pair hV ht).const_mul (1 / 2)).fun_add
    (hQ.const_mul (1 / 4))).congr_of_eventuallyEq hE).congr_deriv ?_
  -- the amplitude response cancels by the amplitude equations
  rw [pair_add_right]
  linear_combination (1 / 2) * pair_of_amplitudeEq sol.self_of_nhds t'
    + (1 / 4) * fockAction_selfAdjoint sF sG (t x₀) t' + hylleraas_term_eq_trace anti F' G'

/-- An antisymmetric amplitude array for two occupied and two virtual orbitals. -/
def twoPair : Amplitudes (Fin 2) (Fin 2) :=
  fun i j a b => (((j : ℕ) : ℝ) - ((i : ℕ) : ℝ)) * (((b : ℕ) : ℝ) - ((a : ℕ) : ℝ))

/-- The array `twoPair` is antisymmetric, nonzero, and solves the amplitude equations for a
family of diagonal Fock blocks `x` and `-x` with integrals `-4 x` times `twoPair`. -/
theorem mp2_gradient_witness : IsAntisymm twoPair ∧ twoPair 0 1 0 1 = 1 ∧
    ∀ x : ℝ, AmplitudeEq (fun i j a b => -4 * x * twoPair i j a b)
      (Matrix.diagonal fun _ => x) (Matrix.diagonal fun _ => -x) twoPair := by
  refine ⟨⟨fun i j a b => ?_, fun i j a b => ?_⟩, ?_, fun x i j a b => ?_⟩
  · simp only [twoPair]; ring
  · simp only [twoPair]; ring
  · norm_num [twoPair]
  · rw [fockAction_diagonal]; ring

end

end HylleraasGradient
```

```lean
#print axioms HylleraasGradient.hylleraas_term_eq_trace
-- 'HylleraasGradient.hylleraas_term_eq_trace' depends on axioms: [propext, Classical.choice, Quot.sound]
#print axioms HylleraasGradient.hylleraas_error
-- 'HylleraasGradient.hylleraas_error' depends on axioms: [propext, Classical.choice, Quot.sound]
#print axioms HylleraasGradient.mp2_gradient
-- 'HylleraasGradient.mp2_gradient' depends on axioms: [propext, Classical.choice, Quot.sound]
```

## From reordered sums to the gradient

`sum_rot`, `sum_virt` and `sum_occ` change the order of summation. With them, `pair_fockAction` sorts ⟨s,Dt⟩ into Fock elements times contracted amplitudes; its steps `h2'` and `h4'` are the exchanges of names made above. In `hylleraas_term_eq_trace`, `hv` and `ho` use antisymmetry to identify the contractions with the densities, and `eF` and `eG` recognise the traces.

`fockAction_selfAdjoint` compares the sorted sums after exchanging the Fock indices. `pair_of_amplitudeEq` is the relation ⟨V,s⟩ = −⟨s,Dt⟩. In `hylleraas_error`, the functional is expanded and `linear_combination` adds the amplitude equations, contracted with `t` and `s`, to self-adjointness.

For the gradient, `hasDerivAt_pair` is the product rule for the contraction, `hD` differentiates Dt, and `hQ` differentiates ⟨t,Dt⟩. The final `linear_combination` cancels the amplitude response and inserts the trace identity.

`mp2_gradient_witness` gives an explicit family with two occupied and two virtual orbitals that satisfies the amplitude equations for every x. Only for x > 0 do its virtual levels lie above the occupied ones; for x ≤ 0 the family is a purely formal example. Its amplitudes are nonzero but constant, so it does not exercise the amplitude response.

## Replacing the energy near a point

The gradient proof turns on `HasDerivAt.congr_of_eventuallyEq`. This Mathlib lemma transfers a derivative at a point from one function to another that agrees with it in a neighbourhood. Agreement at the point alone would not do, since two curves can cross with different slopes.

The notation `∀ᶠ x in 𝓝 x₀` in `sol` means "for all x sufficiently close to x₀". From it, `hE` obtains the equality `=ᶠ[𝓝 x₀]` between the MP2 energy and the Hylleraas expression. The proof can then differentiate the latter, where the amplitude response meets V + Dt = 0. At that last step only the equation at x₀ itself is needed, and `sol.self_of_nhds` extracts it.
